# Several species can fill a finite set of sites with occupation numbers differing by at most one

A finite set of sites is to be filled with `M` species, one species on each site; no geometry, energy or interaction enters. If the number of sites is `q * M + r` with `r < M`, the theorem states that some assignment `σ` puts each species on either `q` or `q + 1` sites. The proof matches the sites one-to-one with `q` complete sets of the species and `r` leftover places, which receive distinct species. Each species then gets `q` sites from the complete sets and at most one from the leftovers.

The failing Lean file:

```lean
import Mathlib

open Finset

namespace LikePairConstraint

variable {ι : Type*} [Fintype ι] {M q r : ℕ}

/-- The set of sites occupied by species `a` in the decoration `σ`. -/
def sitesOf (σ : ι → Fin M) (a : Fin M) : Finset ι :=
  univ.filter (fun i => σ i = a)

/-- There is a decoration in which every species occupies `q` or `q + 1` sites. -/
theorem exists_balanced (hn : Fintype.card ι = q * M + r) (hr : r < M) :
    ∃ σ : ι → Fin M, ∀ a, (sitesOf σ a).card = q ∨ (sitesOf σ a).card = q + 1 := by
  -- q complete sets of all species, and r leftover sites with distinct species
  have e : ι ≃ (Fin q × Fin M) ⊕ Fin r := Fintype.equivOfCardEq (by simp [hn])
  let τ : (Fin q × Fin M) ⊕ Fin r → Fin M := Sum.elim Prod.snd (Fin.castLE hr.le)
  refine ⟨fun i => τ (e i), fun a => ?_⟩
  have h1 : (sitesOf (fun i => τ (e i)) a).card
      = q + ∑ x : Fin r, (if Fin.castLE hr.le x = a then 1 else 0 : ℕ) := by
    rw [sitesOf, card_filter, Equiv.sum_comp e (fun y => if τ y = a then 1 else 0),
      Fintype.sum_sum_type, Fintype.sum_prod_type]
    simp [τ]
  have h2 : ∑ x : Fin r, (if Fin.castLE hr.le x = a then 1 else 0 : ℕ) ≤ 1 := by
    rw [← card_filter, card_le_one]
    intro x hx y hy
    simp only [mem_filter, mem_univ, true_and] at hx hy
    exact Fin.castLE_injective hr.le (hx.trans hy.symm)
  rw [h1]
  omega

end LikePairConstraint
```

The compiler's answer:

```
Main.lean:21:74: error: unsolved goals
ι : Type u_1
inst✝ : Fintype ι
M q r : ℕ
hn : Fintype.card ι = q * M + r
hr : r < M
e : ι ≃ Fin q × Fin M ⊕ Fin r
τ : Fin q × Fin M ⊕ Fin r → Fin M := Sum.elim Prod.snd (Fin.castLE ⋯)
a : Fin M
⊢ ((∑ x, ∑ y, if y = a then 1 else 0) + ∑ a₂, if Fin.castLE ⋯ a₂ = a then 1 else 0) = q + #{x | Fin.castLE ⋯ x = a}
```

What went wrong. The error says that `simp [τ]` did not finish the count `h1`. The remaining goal has a double sum that should equal `q`, and a leftover sum that looks like the one originally on the right. Yet `simp` turned only the right-hand one into a cardinality.

The difference is hidden in the `if`s. Each carries a `Decidable` instance, a procedure for deciding its condition. On the left, `simp` simplified the conditions, but the instances were still those built for `τ … = a`. The lemmas that evaluate such sums need an instance matching the new condition, and `simp` does not unfold `τ` inside instances to see that they agree.

The `change` line writes the left-hand side out afresh, with the ordinary instances. Lean accepts it because the two forms are equal by definition. Then `congr 1` compares the two sides term by term: the leftover sums now agree and are closed at once, leaving only the claim that the double sum is `q`. The final `simp` proves this, since each of the `q` complete sets contains species `a` exactly once.

The change, after which it compiles:

```diff
@@ -22,5 +22,8 @@
     rw [sitesOf, card_filter, Equiv.sum_comp e (fun y => if τ y = a then 1 else 0),
       Fintype.sum_sum_type, Fintype.sum_prod_type]
-    simp [τ]
+    change (∑ _x : Fin q, ∑ y : Fin M, (if y = a then 1 else 0 : ℕ))
+      + ∑ x : Fin r, (if Fin.castLE hr.le x = a then 1 else 0 : ℕ) = _
+    congr 1
+    simp
   have h2 : ∑ x : Fin r, (if Fin.castLE hr.le x = a then 1 else 0 : ℕ) ≤ 1 := by
     rw [← card_filter, card_le_one]
```
